# The character identity of skew Howe duality for U(n) × U(2), by induction on an electron cutoff

Take two orbitals with weights $x_1,x_2$, and give spin up the weight $y$ and spin down the weight $z$. With $e_1=x_1+x_2$ and $e_2=x_1x_2$, the two-electron part of $\prod_i(1+x_iy)(1+x_iz)$ is

$$e_2y^2+e_1^2\,yz+e_2z^2=e_2\,(y^2+yz+z^2)+(e_1^2-e_2)\,yz .$$

The first term on the right is a triplet. The second collects three singlets, since $e_1^2-e_2=x_1^2+x_1x_2+x_2^2$. The regrouping works by moving one $e_2\,yz$ from the middle term to the triplet.

I believe the same happens for $n$ orbitals and any number of electrons:

$$\prod_{i=1}^n(1+x_iy)(1+x_iz)=\sum_{n\ge a\ge b\ge0}(e_ae_b-e_{a+1}e_{b-1})\,(yz)^b\,h_{a-b}(y,z).$$

Here $e_k$ sums the products of weights over all $k$-element sets of orbitals, $e_{-1}=0$, and $h_d=\sum_{k=0}^d y^kz^{d-k}$. Can this be proved rigorously, without representation theory, and checked by machine?

## The regrouping, one row at a time

Yes. Each orbital is either empty or occupied by an electron of a given spin, so $\prod_i(1+x_iy)=\sum_{k=0}^n e_ky^k$, and likewise for $z$. Write

$$A_N=\sum_{a=0}^N e_ay^a,\qquad B_N=\sum_{b=0}^N e_bz^b,\qquad D_{a,b}=e_ae_b-e_{a+1}e_{b-1}.$$

The left side of the claim is $A_nB_n$. Let $S_a=\sum_{b=0}^a D_{a,b}(yz)^bh_{a-b}$ be row $a$ of the right side, and define the boundary term

$$T_N=\sum_{b=0}^{N-1}e_{N+1}e_b\,(yz)^{b+1}h_{N-1-b}.$$

Splitting $D_{N+1,b}$ into its two products and shifting $b$ by one in the second gives

$$S_{N+1}=\sum_{b=0}^{N+1}e_{N+1}e_b(yz)^bh_{N+1-b}-T_{N+1}.$$

Taking the two extreme terms out of $h_{m+2}$ leaves a common factor $yz$, so $h_{m+2}=yz\,h_m+y^{m+2}+z^{m+2}$. Hence, for $b\le N-1$,

$$(yz)^bh_{N+1-b}=(yz)^{b+1}h_{N-1-b}+y^{N+1}z^b+y^bz^{N+1}.$$

For $b=N$ only the last two terms appear, because $h_1=y+z$. For $b=N+1$ the factor is $(yz)^{N+1}$. Summing over $b$,

$$\begin{aligned}S_{N+1}+T_{N+1}&=T_N+e_{N+1}\left(y^{N+1}B_N+z^{N+1}A_N\right)+e_{N+1}^2(yz)^{N+1}\\&=T_N+A_{N+1}B_{N+1}-A_NB_N.\end{aligned}$$

At $N=0$ we have $A_0B_0=e_0^2=S_0$ and $T_0=0$. By induction,

$$A_NB_N=\sum_{a=0}^N S_a+T_N$$

for any sequence $e$. At $N=n$ every term of $T_n$ contains $e_{n+1}$, which vanishes because $n$ orbitals have no subset of $n+1$ elements. This proves the claim.

Here is the complete Lean file.

```lean
import Mathlib

open Finset

namespace SkewHoweCharacter

noncomputable section

variable {R ι : Type*} [CommRing R] [Fintype ι]

/-- The sum, over all ways to put `k` electrons of one spin into distinct orbitals,
of the product of the occupied orbital weights. -/
def elemSym (x : ι → R) (k : ℕ) : R :=
  ∑ t ∈ powersetCard k (univ : Finset ι), ∏ i ∈ t, x i

/-- The two-column determinant `e_a e_b - e_(a+1) e_(b-1)` of a sequence `e`,
with `e_(-1) = 0`. -/
def columnPair (e : ℕ → R) : ℕ → ℕ → R
  | a, 0 => e a * e 0
  | a, b + 1 => e a * e (b + 1) - e (a + 1) * e b

/-- The sum of the weights `y^k z^(d-k)` of the `d + 1` states of a spin multiplet. -/
def spinChar (y z : R) (d : ℕ) : R :=
  ∑ k ∈ range (d + 1), y ^ k * z ^ (d - k)

/-- Removing the two extreme spin projections from a multiplet leaves the multiplet
with two fewer states, times `yz`. -/
theorem spinChar_add_two (y z : R) (m : ℕ) :
    spinChar y z (m + 2) = y * z * spinChar y z m + y ^ (m + 2) + z ^ (m + 2) := by
  have key : ∑ k ∈ range (m + 1), y ^ (k + 1) * z ^ (m + 2 - (k + 1))
      = y * z * ∑ k ∈ range (m + 1), y ^ k * z ^ (m - k) := by
    rw [mul_sum]
    refine sum_congr rfl fun k hk => ?_
    have hk' := mem_range.1 hk
    rw [show m + 2 - (k + 1) = (m - k) + 1 by omega]
    ring
  unfold spinChar
  rw [sum_range_succ, sum_range_succ', key]
  simp only [Nat.sub_self, Nat.sub_zero, pow_zero]
  ring

/-- The grand-canonical sum over the occupations of all orbitals by electrons of one spin,
ordered by the number of electrons. -/
theorem prod_one_add_eq (x : ι → R) (y : R) :
    ∏ i, (1 + x i * y) = ∑ k ∈ range (Fintype.card ι + 1), elemSym x k * y ^ k := by
  classical
  rw [prod_congr rfl (fun i _ => add_comm 1 (x i * y)), prod_add, sum_powerset, card_univ]
  refine sum_congr rfl fun k _ => ?_
  unfold elemSym
  rw [sum_mul]
  refine sum_congr rfl fun t ht => ?_
  rw [prod_mul_distrib, prod_const, prod_const_one, mul_one, (mem_powersetCard.1 ht).2]

/-- A row of two-column determinants, weighted by spin multiplets, splits into its
two products. -/
theorem row_split (e : ℕ → R) (y z : R) (a : ℕ) :
    ∑ b ∈ range (a + 1), columnPair e a b * ((y * z) ^ b * spinChar y z (a - b))
      = ∑ b ∈ range (a + 1), e a * e b * ((y * z) ^ b * spinChar y z (a - b))
        - ∑ b ∈ range a, e (a + 1) * e b * ((y * z) ^ (b + 1) * spinChar y z (a - 1 - b)) := by
  have hidx : ∀ b, a - 1 - b = a - (b + 1) := fun b => by omega
  rw [sum_range_succ', sum_range_succ']
  simp only [columnPair, sub_mul, sum_sub_distrib, hidx]
  ring

/-- A row of spin multiplets equals a row of smaller multiplets plus the weights of
the extreme spin projections. -/
theorem row_sum (f : ℕ → R) (y z : R) (N : ℕ) :
    ∑ b ∈ range (N + 1 + 1), f b * ((y * z) ^ b * spinChar y z (N + 1 - b))
      = ∑ b ∈ range N, f b * ((y * z) ^ (b + 1) * spinChar y z (N - 1 - b))
        + ∑ b ∈ range (N + 1), f b * (y ^ (N + 1) * z ^ b + y ^ b * z ^ (N + 1))
        + f (N + 1) * (y * z) ^ (N + 1) := by
  have key : ∀ b ∈ range N, f b * ((y * z) ^ b * spinChar y z (N + 1 - b))
      = f b * ((y * z) ^ (b + 1) * spinChar y z (N - 1 - b))
        + f b * (y ^ (N + 1) * z ^ b + y ^ b * z ^ (N + 1)) := by
    intro b hb
    obtain ⟨m, rfl⟩ := Nat.exists_eq_add_of_lt (mem_range.1 hb)
    rw [show b + m + 1 + 1 - b = m + 2 by omega, show b + m + 1 - 1 - b = m by omega,
      spinChar_add_two]
    ring
  have h0 : spinChar y z 0 = 1 := by simp [spinChar]
  have h1 : spinChar y z 1 = z + y := by simp [spinChar, sum_range_succ]
  rw [sum_range_succ _ (N + 1), sum_range_succ _ N, sum_range_succ _ N,
    sum_congr rfl key, sum_add_distrib, show N + 1 - (N + 1) = 0 by omega,
    show N + 1 - N = 1 by omega, h0, h1]
  ring

/-- The product of the spin-up and spin-down sums, cut off at `N` electrons of each spin,
is a sum over two-column determinants and spin multiplets plus a boundary term. -/
theorem truncated_duality (e : ℕ → R) (y z : R) (N : ℕ) :
    (∑ a ∈ range (N + 1), e a * y ^ a) * (∑ b ∈ range (N + 1), e b * z ^ b)
      = ∑ a ∈ range (N + 1), ∑ b ∈ range (a + 1),
          columnPair e a b * ((y * z) ^ b * spinChar y z (a - b))
        + ∑ b ∈ range N, e (N + 1) * e b * ((y * z) ^ (b + 1) * spinChar y z (N - 1 - b)) := by
  induction N with
  | zero => simp [columnPair, spinChar]
  | succ N ih =>
    have cross : ∑ b ∈ range (N + 1),
        e (N + 1) * e b * (y ^ (N + 1) * z ^ b + y ^ b * z ^ (N + 1))
        = e (N + 1) * (y ^ (N + 1) * (∑ b ∈ range (N + 1), e b * z ^ b)
          + z ^ (N + 1) * ∑ a ∈ range (N + 1), e a * y ^ a) := by
      rw [mul_sum, mul_sum, ← sum_add_distrib, mul_sum]
      exact sum_congr rfl fun b _ => by ring
    have hsplit := row_split e y z (N + 1)
    have hsum := row_sum (fun b => e (N + 1) * e b) y z N
    beta_reduce at hsum
    rw [sum_range_succ (fun a => e a * y ^ a) (N + 1),
      sum_range_succ (fun b => e b * z ^ b) (N + 1),
      sum_range_succ (fun a => ∑ b ∈ range (a + 1),
        columnPair e a b * ((y * z) ^ b * spinChar y z (a - b))) (N + 1)]
    -- the old boundary term is absorbed by the new row, which leaves a new one
    linear_combination ih - hsplit - hsum - cross

/-- Character form of skew Howe duality for U(n) × U(2): the sum over all occupations of
`n` orbitals by electrons of two spins is a sum of products of a two-column orbital
determinant and a spin factor. -/
theorem skew_howe_character (x : ι → R) (y z : R) :
    ∏ i, ((1 + x i * y) * (1 + x i * z))
      = ∑ a ∈ range (Fintype.card ι + 1), ∑ b ∈ range (a + 1),
          columnPair (elemSym x) a b * ((y * z) ^ b * spinChar y z (a - b)) := by
  -- no more than `n` electrons of one spin fit into `n` orbitals
  have hv : elemSym x (Fintype.card ι + 1) = 0 := by
    unfold elemSym
    rw [powersetCard_eq_empty.2 (by rw [card_univ]; omega), sum_empty]
  rw [prod_mul_distrib, prod_one_add_eq, prod_one_add_eq, truncated_duality, hv]
  simp only [zero_mul, sum_const_zero, add_zero]

/-- The product `e_(q+d) e_q`, for `q + d` electrons of one spin and `q` of the other, is the
sum of the two-column determinants with the same electron number and second column at
most `q`. -/
theorem fixed_projection (e : ℕ → R) (q d : ℕ) :
    e (q + d) * e q = ∑ b ∈ range (q + 1), columnPair e (q + d + (q - b)) b := by
  induction q generalizing d with
  | zero => simp [columnPair]
  | succ q ih =>
    have hrest : ∑ b ∈ range (q + 1), columnPair e (q + 1 + d + (q + 1 - b)) b
        = e (q + (d + 2)) * e q := by
      rw [ih (d + 2)]
      refine sum_congr rfl fun b hb => ?_
      have hb' := mem_range.1 hb
      rw [show q + 1 + d + (q + 1 - b) = q + (d + 2) + (q - b) by omega]
    rw [sum_range_succ, hrest, Nat.sub_self, add_zero, columnPair,
      show q + 1 + d + 1 = q + (d + 2) by omega]
    ring

/-- The grand partition function of independent electrons with orbital energies `ε i`, shifted by
`-B` and `+B` for the two spins, as a sum over two-column determinants of Boltzmann factors, each
times a chemical-potential factor and a sum over spin projections. -/
theorem zeeman_partition_function (ε : ι → ℝ) (β μ B : ℝ) :
    ∏ i, ((1 + Real.exp (-β * (ε i - B - μ))) * (1 + Real.exp (-β * (ε i + B - μ))))
      = ∑ a ∈ range (Fintype.card ι + 1), ∑ b ∈ range (a + 1),
          columnPair (elemSym fun i => Real.exp (-β * ε i)) a b
            * (Real.exp (β * μ * (a + b))
              * ∑ k ∈ range (a - b + 1), Real.exp (β * B * (2 * k - (a - b)))) := by
  have h := skew_howe_character (fun i => Real.exp (-β * ε i))
    (Real.exp (β * (μ + B))) (Real.exp (β * (μ - B)))
  refine (Eq.trans ?_ h).trans ?_
  · refine prod_congr rfl fun i _ => ?_
    have h1 : Real.exp (-β * (ε i - B - μ))
        = Real.exp (-β * ε i) * Real.exp (β * (μ + B)) := by
      rw [← Real.exp_add]; congr 1; ring
    have h2 : Real.exp (-β * (ε i + B - μ))
        = Real.exp (-β * ε i) * Real.exp (β * (μ - B)) := by
      rw [← Real.exp_add]; congr 1; ring
    rw [h1, h2]
  · refine sum_congr rfl fun a _ => sum_congr rfl fun b hb => ?_
    obtain ⟨d, rfl⟩ := Nat.exists_eq_add_of_le (Nat.lt_succ_iff.1 (mem_range.1 hb))
    rw [Nat.add_sub_cancel_left]
    unfold spinChar
    congr 1
    rw [mul_sum, mul_sum]
    refine sum_congr rfl fun k hk => ?_
    obtain ⟨j, rfl⟩ := Nat.exists_eq_add_of_le (Nat.lt_succ_iff.1 (mem_range.1 hk))
    rw [Nat.add_sub_cancel_left]
    simp only [← Real.exp_nat_mul, ← Real.exp_add]
    congr 1
    push_cast
    ring

end

end SkewHoweCharacter
```

```lean
#print axioms SkewHoweCharacter.skew_howe_character
#print axioms SkewHoweCharacter.fixed_projection
#print axioms SkewHoweCharacter.zeeman_partition_function
```

```
'SkewHoweCharacter.skew_howe_character' depends on axioms: [propext, Classical.choice, Quot.sound]
'SkewHoweCharacter.fixed_projection' depends on axioms: [propext, Classical.choice, Quot.sound]
'SkewHoweCharacter.zeeman_partition_function' depends on axioms: [propext, Classical.choice, Quot.sound]
```

## What the Lean theorems say

In `skew_howe_character`, the orbitals are the elements of a finite type `ι`, possibly empty, and $n$ is `Fintype.card ι`. The weights lie in any commutative ring `R`. `elemSym x k` is $e_k$, `columnPair e a b` is $D_{a,b}$ and `spinChar y z d` is $h_d$. The "determinants" in the file's comments and below are these $D_{a,b}$, which are $2\times2$ determinants of the $e_k$, not Slater determinants. The ranges let $a$ run from $0$ to $n$ and $b$ from $0$ to $a$. `columnPair` is defined by cases on `b`, since `0 - 1` is `0` in the natural numbers and would turn $e_{-1}$ into $e_0$.

Physically, $a$ and $b$ are the column lengths of a Young diagram with $a+b$ electrons and spin $(a-b)/2$. The theorem is an identity between polynomials in the weights; that $D_{a,b}$ is an irreducible character of U(n), and that the fermionic state space decomposes accordingly, is representation theory which the file does not contain. With that reading, setting all $x_i=1$ makes $D_{a,b}$ the number of spin multiplets of each kind in a full configuration-interaction space over finitely many orbitals.

Two further theorems accompany it:

- `fixed_projection` fixes the occupations $q+d$ and $q$ of the two spins and states $e_{q+d}e_q=\sum_{b=0}^q D_{2q+d-b,\,b}$. The sum telescopes. For $n$ orbitals, the determinants with $2q+d-b>n$ vanish. The states with these occupations, whose spin projection is $d/2$, thus collect the spins $d/2+q-b$ for those $b$ from $0$ to $q$ with $2q+d-b\le n$.
- `zeeman_partition_function` sets $x_i=e^{-\beta\varepsilon_i}$, $y=e^{\beta(\mu+B)}$ and $z=e^{\beta(\mu-B)}$. It covers non-interacting electrons whose orbital energies do not depend on spin apart from the shift $\mp B$, where $B$ is an energy, half the Zeeman splitting. Here $\varepsilon_i$ are the orbital energies without the field, $\beta=1/(k_BT)$ is the inverse temperature and $\mu$ is the chemical potential.

Commutativity matters already for one orbital. There the left side contains $xyxz$ and the right side $x^2yz$, while all other terms agree. For the matrices

$$x=\begin{pmatrix}0&1\\0&0\end{pmatrix},\qquad y=\begin{pmatrix}0&0\\1&0\end{pmatrix},\qquad z=1,$$

the first is $x$ and the second is $0$.

## How the proof follows the algebra

`prod_one_add_eq` expands one spin factor: `prod_add` turns the product into a sum over subsets, and `sum_powerset` orders them by size. `spinChar_add_two` is the recurrence for $h$. `row_split` separates the two products in a row, using `sum_range_succ'` to detach the term $b=0$, where `columnPair` has its special case. `row_sum` applies the recurrence and treats the last two values of $b$ separately. `truncated_duality` is the induction on $N$, and `skew_howe_character` removes the boundary term through `hv`, which says $e_{n+1}=0$.

The induction step turns on one line, `linear_combination ih - hsplit - hsum - cross`. The tactic subtracts this combination of known equations from the goal and asks `ring` to confirm that nothing remains. To `ring`, each finite sum is an opaque symbol, so the step becomes the short calculation with $S$, $T$, $A$ and $B$ above. To help `ring` recognise equal terms, `beta_reduce` first tidies `hsum`, and `row_split` writes its index as `a - 1 - b`, the form used in the boundary term.

`fixed_projection` is an induction on `q` for all `d` at once: removing the last determinant leaves the case `q` with `d + 2`. `zeeman_partition_function` substitutes the Boltzmann factors into the main theorem and collects exponents.
